# Expanding squared length and energy in the eigenvectors of a finite real symmetric Hamiltonian

For a real symmetric matrix `M`, read as a Hamiltonian in a finite basis, `spectral_expansion` states that there are nonzero eigenvectors `v i` with eigenvalues `l i`, indexed like the basis, in which every real vector `x` can be analysed. The squared length `x ⬝ᵥ x` is the sum of the squared amplitudes `(v i ⬝ᵥ x) ^ 2`, and `x ⬝ᵥ M *ᵥ x` is the same sum with each term weighted by `l i`. Since `x` need not be normalised, the second quantity is the energy expectation value only when `x` has unit length; for any other nonzero `x` it must be divided by `x ⬝ᵥ x`. The proof takes Mathlib's orthonormal eigenvector basis for `M` and gets both sums from Parseval's identity, `hpar`. That no eigenvector is zero is to follow by contradiction, as each has norm one.

An attempt in Lean 4 with a fault in it:

```lean
import Mathlib

open Matrix Filter Topology
open scoped Kronecker

namespace SpectralExpansion

variable {m n : Type*} [Fintype m] [DecidableEq m] [Fintype n] [DecidableEq n]

/-- The energy levels of a real matrix: its real eigenvalues. -/
def energyLevels (M : Matrix n n ℝ) : Set ℝ := {μ | ∃ x : n → ℝ, x ≠ 0 ∧ M *ᵥ x = μ • x}

/-- The ground energy, the infimum of the energy levels; meant for symmetric matrices
on a nonempty basis. -/
noncomputable def groundEnergy (M : Matrix n n ℝ) : ℝ := sInf (energyLevels M)

local notation "ε₀" => groundEnergy

omit [DecidableEq n] in
/-- A symmetric matrix can be moved from one side of the scalar product to the other. -/
theorem dot_mulVec_comm {M : Matrix n n ℝ} (hM : M.IsSymm) (x y : n → ℝ) :
    x ⬝ᵥ M *ᵥ y = (M *ᵥ x) ⬝ᵥ y := by
  rw [Matrix.dotProduct_mulVec, ← Matrix.mulVec_transpose, hM.eq]

/-- A symmetric matrix has eigenvectors for which the squared length of any vector is the sum of its
squared amplitudes, and its energy expectation is the same sum weighted by the eigenvalues. -/
theorem spectral_expansion {M : Matrix n n ℝ} (hM : M.IsSymm) :
    ∃ (l : n → ℝ) (v : n → n → ℝ), (∀ i, v i ≠ 0 ∧ M *ᵥ v i = l i • v i) ∧
      ∀ x : n → ℝ, x ⬝ᵥ x = ∑ i, (v i ⬝ᵥ x) ^ 2 ∧
        x ⬝ᵥ M *ᵥ x = ∑ i, l i * (v i ⬝ᵥ x) ^ 2 := by
  have hH : M.IsHermitian := Matrix.IsHermitian.ext fun i j => by simpa using hM.apply i j
  have hin : ∀ x y : EuclideanSpace ℝ n, inner ℝ x y = x.ofLp ⬝ᵥ y.ofLp := by
    intro x y
    simp [PiLp.inner_apply, dotProduct, mul_comm]
  have hpar : ∀ x y : n → ℝ, x ⬝ᵥ y = ∑ i, ((hH.eigenvectorBasis i).ofLp ⬝ᵥ x) *
      ((hH.eigenvectorBasis i).ofLp ⬝ᵥ y) := by
    intro x y
    have h := hH.eigenvectorBasis.sum_inner_mul_inner (WithLp.toLp 2 x) (WithLp.toLp 2 y)
    simp only [hin] at h
    exact h.symm.trans (Finset.sum_congr rfl fun i _ =>
      congrArg (· * _) (dotProduct_comm _ _))
  refine ⟨hH.eigenvalues, fun i => (hH.eigenvectorBasis i).ofLp,
    fun i => ⟨fun h0 => ?_, hH.mulVec_eigenvectorBasis i⟩, fun x => ⟨?_, ?_⟩⟩
  · have h1 := real_inner_self_eq_norm_sq (hH.eigenvectorBasis i)
    rw [hH.eigenvectorBasis.orthonormal.1 i, hin, h0] at h1
    simp at h1
  · exact (hpar x x).trans (Finset.sum_congr rfl fun i _ => (sq _).symm)
  · refine (hpar x _).trans (Finset.sum_congr rfl fun i _ => ?_)
    rw [dot_mulVec_comm hM, hH.mulVec_eigenvectorBasis, smul_dotProduct, smul_eq_mul]
    ring

end SpectralExpansion
```

The compiler's answer:

```
Main.lean:45:50: error: Tactic `rewrite` failed: Did not find an occurrence of the pattern
  (fun i => (hH.eigenvectorBasis i).ofLp) i
in the target expression
  (hH.eigenvectorBasis i).ofLp ⬝ᵥ (hH.eigenvectorBasis i).ofLp = 1 ^ 2

case refine_1
n : Type u_2
inst✝¹ : Fintype n
inst✝ : DecidableEq n
M : Matrix n n ℝ
hM : M.IsSymm
hH : M.IsHermitian
hin : ∀ (x y : EuclideanSpace ℝ n), inner ℝ x y = x.ofLp ⬝ᵥ y.ofLp
hpar : ∀ (x y : n → ℝ), x ⬝ᵥ y = ∑ i, (hH.eigenvectorBasis i).ofLp ⬝ᵥ x * (hH.eigenvectorBasis i).ofLp ⬝ᵥ y
i : n
h0 : (fun i => (hH.eigenvectorBasis i).ofLp) i = 0
h1 : (hH.eigenvectorBasis i).ofLp ⬝ᵥ (hH.eigenvectorBasis i).ofLp = 1 ^ 2
⊢ False
```

This version goes through:

```diff
@@ -42,6 +42,7 @@
   refine ⟨hH.eigenvalues, fun i => (hH.eigenvectorBasis i).ofLp,
     fun i => ⟨fun h0 => ?_, hH.mulVec_eigenvectorBasis i⟩, fun x => ⟨?_, ?_⟩⟩
-  · have h1 := real_inner_self_eq_norm_sq (hH.eigenvectorBasis i)
-    rw [hH.eigenvectorBasis.orthonormal.1 i, hin, h0] at h1
+  · have h0' : (hH.eigenvectorBasis i).ofLp = 0 := h0
+    have h1 := real_inner_self_eq_norm_sq (hH.eigenvectorBasis i)
+    rw [hH.eigenvectorBasis.orthonormal.1 i, hin, h0'] at h1
     simp at h1
   · exact (hpar x x).trans (Finset.sum_congr rfl fun i _ => (sq _).symm)
```

What went wrong. The error arises in the proof that the eigenvectors are nonzero. The family `v` was supplied as a function, `fun i => (hH.eigenvectorBasis i).ofLp`, so the hypothesis `h0` that `v i` vanishes has as its left side that function applied to `i`, with the application not carried out. `rw` takes this left side as its pattern and looks for it in `h1`. There the same vector stands in its evaluated form, `(hH.eigenvectorBasis i).ofLp`. The two are equal by definition, but the search goes by the form of the expression, and it finds no match.

The repair restates the hypothesis as `h0'`, with the evaluated form on the left. Lean accepts `h0` as its proof because the two statements agree by definition. Rewriting with `h0'` then turns both vectors in `h1` into zero, leaving `0 ⬝ᵥ 0 = 1 ^ 2`, which `simp` reduces to a contradiction.
